# Mulliken's overlap charge makes the exchange integral of two Löwdin orbitals vanish

Two magnetic centres each carry one unpaired electron, in real normalized orbitals $a$ and $b$ that overlap slightly. I orthogonalize them by Löwdin's method and compute their direct exchange integral, which should favour the triplet. When I simplify the integrals with Mulliken's formula $ab\approx s(a^2+b^2)/2$, I get zero at every distance and for every interaction I try. Is my code wrong, or does the approximation do this?

## The approximation removes exactly the charge that exchanges

Your code is probably fine. On a finite grid, let $s=\sum_x a(x)b(x)$ with $|s|<1$, and let
$$(\rho|\sigma)=\sum_{x,y}\rho(x)V(x,y)\sigma(y),\qquad V(x,y)=V(y,x).$$

The overlap matrix $S$ of the two normalized orbitals has eigenvalues $1\pm s$, with eigenvectors $(1,\pm1)/\sqrt2$. Put $u=1/\sqrt{1+s}$ and $v=1/\sqrt{1-s}$. Then $S^{-1/2}$ has diagonal entry $p=(u+v)/2$ and off-diagonal entry $q=(u-v)/2$, so
$$p^2+q^2=\frac{u^2+v^2}{2}=\frac1{1-s^2},\qquad 2pq=\frac{u^2-v^2}{2}=\frac{-s}{1-s^2}.$$

The Löwdin orbitals are $\tilde a=pa+qb$ and $\tilde b=qa+pb$. Their product is
$$\tilde a\tilde b=(p^2+q^2)\,ab+pq\,(a^2+b^2)=\frac{ab-s(a^2+b^2)/2}{1-s^2}.$$

The exchange integral $K=(\tilde a\tilde b|\tilde a\tilde b)$ is therefore the self-energy of the charge $(ab-s(a^2+b^2)/2)/(1-s^2)$, which is the error in Mulliken's formula divided by $1-s^2$. With $A=a^2$, $B=b^2$, $P=ab$ and symmetric $V$,
$$K=\frac{(P|P)-s[(A|P)+(B|P)]+\frac{s^2}{4}[(A|A)+2(A|B)+(B|B)]}{(1-s^2)^2}.$$

Now replace $P$ by $s(A+B)/2$ in every integral. In units of $s^2(A+B|A+B)$, the three terms of the numerator become $\frac14-\frac12+\frac14=0$.

The discarded quantity need not be zero. For $a=(3/5,4/5)$, $b=(1,0)$ and a contact interaction, $s=3/5$ and $\tilde a\tilde b=(3/10,-3/10)$, so $K=9/50$. In a semiempirical model with two real orbitals, a zero obtained this way says nothing about the size of the direct exchange.

In the Lean file below, `ι` is the finite grid; any quadrature weights are absorbed into the orbitals. `coulomb` is $(\rho|\sigma)$, `pair` is a pointwise product, and `diagCoeff` and `offCoeff` are $p$ and $q$. The partner of `lowdin a b` is `lowdin b a`. The main statements are:

- `lowdin_exchange` gives $K$ as the self-energy above. It needs only $|s|<1$; normalization enters in `lowdin_orthonormal`, which makes the orbitals orthonormal.
- `lowdin_exchange_eq_aoExchange` gives the expanded formula for symmetric $V$.
- `mulliken_erases_exchange` gives the zero, for any densities `A` and `B`; the formula has its physical meaning for $|s|<1$.
- `exchange_eq_zero_iff` assumes that every nonzero charge distribution has positive self-energy. Then $K=0$ exactly when Mulliken's formula holds at every grid point.

The model concerns a single integral between two real orbitals; kinetic exchange and complex orbitals do not enter.

```lean
import Mathlib

open Matrix

namespace LowdinMullikenExchange

noncomputable section

variable {ι : Type*} [Fintype ι]

/-- The overlap of two real grid orbitals. -/
def overlap (a b : ι → ℝ) : ℝ := ∑ x, a x * b x

/-- The charge distribution formed by the pointwise product of two orbitals. -/
def pair (u v : ι → ℝ) : ι → ℝ := fun x => u x * v x

/-- The interaction energy `(ρ|σ)` of two charge distributions. -/
def coulomb (V : ι → ι → ℝ) (ρ σ : ι → ℝ) : ℝ := ∑ x, ∑ y, ρ x * V x y * σ y

/-- The exchange integral `(uv|uv)` of two real orbitals. -/
def exchange (V : ι → ι → ℝ) (u v : ι → ℝ) : ℝ := coulomb V (pair u v) (pair u v)

/-- The diagonal entry of the inverse square root of the overlap matrix, for `|s| < 1`. -/
def diagCoeff (s : ℝ) : ℝ := ((√(1 + s))⁻¹ + (√(1 - s))⁻¹) / 2

/-- The off-diagonal entry of the inverse square root of the overlap matrix, for `|s| < 1`. -/
def offCoeff (s : ℝ) : ℝ := ((√(1 + s))⁻¹ - (√(1 - s))⁻¹) / 2

/-- The Löwdin orbital that descends from `a`, for normalized `a`, `b` with overlap of modulus
below one; its partner is `lowdin b a`. -/
def lowdin (a b : ι → ℝ) : ι → ℝ :=
  fun x => diagCoeff (overlap a b) * a x + offCoeff (overlap a b) * b x

/-- The Mulliken value `s (A + B) / 2` of an overlap charge, from the orbital densities `A`, `B`. -/
def mulliken (s : ℝ) (A B : ι → ℝ) : ι → ℝ := fun x => s / 2 * (A x + B x)

/-- The Löwdin exchange formula in integrals over the original orbitals, with densities `A`, `B`
and overlap charge `P`, for `|s| < 1`. -/
def aoExchange (V : ι → ι → ℝ) (s : ℝ) (A B P : ι → ℝ) : ℝ :=
  (coulomb V P P - s * (coulomb V A P + coulomb V B P)
    + s ^ 2 / 4 * (coulomb V A A + 2 * coulomb V A B + coulomb V B B)) / (1 - s ^ 2) ^ 2

/-- For `|s| < 1` the two Löwdin coefficients satisfy the normalization and the orthogonality
condition. -/
theorem coeff_relations {s : ℝ} (hs : |s| < 1) :
    diagCoeff s ^ 2 + offCoeff s ^ 2 + 2 * s * (diagCoeff s * offCoeff s) = 1 ∧
    s * (diagCoeff s ^ 2 + offCoeff s ^ 2) + 2 * (diagCoeff s * offCoeff s) = 0 := by
  obtain ⟨h1, h2⟩ := abs_lt.mp hs
  have hu : ((√(1 + s))⁻¹) ^ 2 * (1 + s) = 1 := by
    rw [inv_pow, Real.sq_sqrt (by linarith)]
    exact inv_mul_cancel₀ (by linarith)
  have hv : ((√(1 - s))⁻¹) ^ 2 * (1 - s) = 1 := by
    rw [inv_pow, Real.sq_sqrt (by linarith)]
    exact inv_mul_cancel₀ (by linarith)
  unfold diagCoeff offCoeff
  generalize (√(1 + s))⁻¹ = u at *
  generalize (√(1 - s))⁻¹ = v at *
  constructor
  · linear_combination (hu + hv) / 2
  · linear_combination (hu - hv) / 2

/-- For `|s| < 1` the symmetric matrix of Löwdin coefficients is positive definite and its square
inverts the overlap matrix. -/
theorem coeff_matrix_is_inverse_sqrt {s : ℝ} (hs : |s| < 1) :
    let M : Matrix (Fin 2) (Fin 2) ℝ :=
      !![diagCoeff s, offCoeff s; offCoeff s, diagCoeff s]
    M * M * !![1, s; s, 1] = 1 ∧ ∀ x : Fin 2 → ℝ, x ≠ 0 → 0 < x ⬝ᵥ M *ᵥ x := by
  intro M
  obtain ⟨h1, h2⟩ := coeff_relations hs
  obtain ⟨l1, l2⟩ := abs_lt.mp hs
  constructor
  · ext i j
    fin_cases i <;> fin_cases j <;> simp [M, Matrix.mul_apply, Fin.sum_univ_succ]
    · linear_combination h1
    · linear_combination h2
    · linear_combination h2
    · linear_combination h1
  · intro x hx
    have hu : 0 < (√(1 + s))⁻¹ := inv_pos.mpr (Real.sqrt_pos.mpr (by linarith))
    have hv : 0 < (√(1 - s))⁻¹ := inv_pos.mpr (Real.sqrt_pos.mpr (by linarith))
    -- the quadratic form is diagonal in the sum and the difference of the components
    have key : x ⬝ᵥ M *ᵥ x = ((√(1 + s))⁻¹ * (x 0 + x 1) ^ 2
        + (√(1 - s))⁻¹ * (x 0 - x 1) ^ 2) / 2 := by
      simp only [M, dotProduct, Matrix.mulVec, Fin.sum_univ_two, Matrix.of_apply,
        Matrix.cons_val_zero, Matrix.cons_val_one, diagCoeff, offCoeff]
      ring
    rw [key]
    have n1 := mul_nonneg hu.le (sq_nonneg (x 0 + x 1))
    have n2 := mul_nonneg hv.le (sq_nonneg (x 0 - x 1))
    by_cases h : x 0 + x 1 = 0
    · have h' : x 0 - x 1 ≠ 0 := fun h3 => hx (by
        ext i
        fin_cases i <;> simp <;> linarith)
      have := mul_pos hv (lt_of_le_of_ne (sq_nonneg _) (Ne.symm (pow_ne_zero 2 h')))
      linarith
    · have := mul_pos hu (lt_of_le_of_ne (sq_nonneg _) (Ne.symm (pow_ne_zero 2 h)))
      linarith

lemma overlap_comm (a b : ι → ℝ) : overlap a b = overlap b a :=
  Finset.sum_congr rfl fun x _ => mul_comm (a x) (b x)

lemma overlap_comb (a b c d : ι → ℝ) (p q r t : ℝ) :
    overlap (fun x => p * a x + q * b x) (fun x => r * c x + t * d x) =
      p * r * overlap a c + p * t * overlap a d + q * r * overlap b c + q * t * overlap b d := by
  simp only [overlap, Finset.mul_sum, ← Finset.sum_add_distrib]
  exact Finset.sum_congr rfl fun x _ => by ring

/-- The Löwdin orbitals of two normalized orbitals with overlap of modulus below one are
orthonormal. -/
theorem lowdin_orthonormal (a b : ι → ℝ) (ha : overlap a a = 1) (hb : overlap b b = 1)
    (hs : |overlap a b| < 1) :
    overlap (lowdin a b) (lowdin b a) = 0 ∧ overlap (lowdin a b) (lowdin a b) = 1 ∧
      overlap (lowdin b a) (lowdin b a) = 1 := by
  obtain ⟨h1, h2⟩ := coeff_relations hs
  unfold lowdin
  refine ⟨?_, ?_, ?_⟩ <;> rw [overlap_comb, overlap_comm b a, ha, hb]
  · linear_combination h2
  · linear_combination h1
  · linear_combination h1

/-- If the overlap `s` has modulus below one, the exchange integral of the Löwdin orbitals is the
self-energy of `(ab - s(a² + b²)/2)/(1 - s²)`. -/
theorem lowdin_exchange (V : ι → ι → ℝ) (a b : ι → ℝ) (hs : |overlap a b| < 1) :
    exchange V (lowdin a b) (lowdin b a) =
      coulomb V
        (fun x => (a x * b x - overlap a b / 2 * (a x ^ 2 + b x ^ 2)) / (1 - overlap a b ^ 2))
        (fun x => (a x * b x - overlap a b / 2 * (a x ^ 2 + b x ^ 2)) / (1 - overlap a b ^ 2)) := by
  obtain ⟨h1, h2⟩ := coeff_relations hs
  obtain ⟨l1, l2⟩ := abs_lt.mp hs
  have hd : 1 - overlap a b ^ 2 ≠ 0 := by nlinarith
  -- the product of the two Löwdin orbitals, point by point
  have hp : pair (lowdin a b) (lowdin b a) = fun x =>
      (a x * b x - overlap a b / 2 * (a x ^ 2 + b x ^ 2)) / (1 - overlap a b ^ 2) := by
    funext x
    rw [eq_div_iff hd]
    simp only [pair, lowdin]
    rw [overlap_comm b a]
    linear_combination (a x * b x) * (h1 - overlap a b * h2)
      + (a x ^ 2 + b x ^ 2) / 2 * (h2 - overlap a b * h1)
  rw [exchange, hp]

lemma coulomb_comm {V : ι → ι → ℝ} (hV : ∀ x y, V x y = V y x) (ρ σ : ι → ℝ) :
    coulomb V ρ σ = coulomb V σ ρ := by
  unfold coulomb
  rw [Finset.sum_comm]
  refine Finset.sum_congr rfl fun x _ => Finset.sum_congr rfl fun y _ => ?_
  rw [hV y x]
  ring

lemma coulomb_comb (V : ι → ι → ℝ) (A B P : ι → ℝ) (r k : ℝ) :
    coulomb V (fun x => r * A x + r * B x + k * P x) (fun x => r * A x + r * B x + k * P x) =
      r * r * coulomb V A A + r * r * coulomb V A B + r * k * coulomb V A P
      + r * r * coulomb V B A + r * r * coulomb V B B + r * k * coulomb V B P
      + k * r * coulomb V P A + k * r * coulomb V P B + k * k * coulomb V P P := by
  simp only [coulomb, Finset.mul_sum, ← Finset.sum_add_distrib]
  exact Finset.sum_congr rfl fun x _ => Finset.sum_congr rfl fun y _ => by ring

/-- For a symmetric interaction and an overlap of modulus below one, the Löwdin exchange integral
is given by the formula in integrals over the original orbitals. -/
theorem lowdin_exchange_eq_aoExchange {V : ι → ι → ℝ} (hV : ∀ x y, V x y = V y x)
    (a b : ι → ℝ) (hs : |overlap a b| < 1) :
    exchange V (lowdin a b) (lowdin b a) =
      aoExchange V (overlap a b) (pair a a) (pair b b) (pair a b) := by
  rw [lowdin_exchange V a b hs, aoExchange]
  generalize 1 - overlap a b ^ 2 = d
  have hδ : (fun x => (a x * b x - overlap a b / 2 * (a x ^ 2 + b x ^ 2)) / d) =
      fun x => (-(overlap a b) / 2 / d) * pair a a x + (-(overlap a b) / 2 / d) * pair b b x
        + (1 / d) * pair a b x := by
    funext x
    simp only [pair]
    ring
  rw [hδ, coulomb_comb, coulomb_comm hV (pair b b) (pair a a),
    coulomb_comm hV (pair a b) (pair a a), coulomb_comm hV (pair a b) (pair b b)]
  ring

/-- For a symmetric interaction, putting the Mulliken value of the overlap charge into every
integral of the Löwdin exchange formula gives zero. At `s = ±1`, where the formula divides by zero,
this rests on Lean's convention `x / 0 = 0`. -/
theorem mulliken_erases_exchange {V : ι → ι → ℝ} (hV : ∀ x y, V x y = V y x)
    (s : ℝ) (A B : ι → ℝ) : aoExchange V s A B (mulliken s A B) = 0 := by
  have h : ∀ ρ, coulomb V ρ (mulliken s A B) =
      s / 2 * coulomb V ρ A + s / 2 * coulomb V ρ B := by
    intro ρ
    simp only [coulomb, mulliken, Finset.mul_sum, ← Finset.sum_add_distrib]
    exact Finset.sum_congr rfl fun x _ => Finset.sum_congr rfl fun y _ => by ring
  rw [aoExchange, h (mulliken s A B), coulomb_comm hV (mulliken s A B) A,
    coulomb_comm hV (mulliken s A B) B, h A, h B, coulomb_comm hV B A]
  ring

/-- For a positive definite interaction and an overlap of modulus below one, the Löwdin exchange
integral vanishes exactly when the Mulliken formula holds at every grid point. -/
theorem exchange_eq_zero_iff {V : ι → ι → ℝ} (hV : ∀ ρ : ι → ℝ, ρ ≠ 0 → 0 < coulomb V ρ ρ)
    (a b : ι → ℝ) (hs : |overlap a b| < 1) :
    exchange V (lowdin a b) (lowdin b a) = 0 ↔
      ∀ x, a x * b x = overlap a b / 2 * (a x ^ 2 + b x ^ 2) := by
  obtain ⟨l1, l2⟩ := abs_lt.mp hs
  have hd : 1 - overlap a b ^ 2 ≠ 0 := by nlinarith
  rw [lowdin_exchange V a b hs]
  constructor
  · intro h x
    by_contra hx
    refine absurd h (ne_of_gt (hV _ fun h0 => ?_))
    exact div_ne_zero (sub_ne_zero.mpr hx) hd (congrFun h0 x)
  · intro h
    simp [coulomb, h]

/-- Two normalized orbitals on two grid points with overlap `3/5` and a contact interaction have
the Löwdin exchange integral `9/50`. -/
theorem exchange_two_points :
    let a : Fin 2 → ℝ := ![3 / 5, 4 / 5]
    let b : Fin 2 → ℝ := ![1, 0]
    overlap a a = 1 ∧ overlap b b = 1 ∧ overlap a b = 3 / 5 ∧
      exchange (fun x y => if x = y then 1 else 0) (lowdin a b) (lowdin b a) = 9 / 50 := by
  intro a b
  have hs : overlap a b = 3 / 5 := by norm_num [a, b, overlap, Fin.sum_univ_two]
  refine ⟨?_, ?_, hs, ?_⟩
  · norm_num [a, overlap, Fin.sum_univ_two]
  · norm_num [b, overlap, Fin.sum_univ_two]
  · rw [lowdin_exchange _ a b (by rw [hs]; norm_num [abs_lt]), hs]
    norm_num [a, b, coulomb, Fin.sum_univ_two]

end

end LowdinMullikenExchange
```

```lean
#print axioms LowdinMullikenExchange.lowdin_exchange_eq_aoExchange
#print axioms LowdinMullikenExchange.mulliken_erases_exchange
#print axioms LowdinMullikenExchange.exchange_eq_zero_iff
#print axioms LowdinMullikenExchange.exchange_two_points
```

```
'LowdinMullikenExchange.lowdin_exchange_eq_aoExchange' depends on axioms: [propext, Classical.choice, Quot.sound]
'LowdinMullikenExchange.mulliken_erases_exchange' depends on axioms: [propext, Classical.choice, Quot.sound]
'LowdinMullikenExchange.exchange_eq_zero_iff' depends on axioms: [propext, Classical.choice, Quot.sound]
'LowdinMullikenExchange.exchange_two_points' depends on axioms: [propext, Classical.choice, Quot.sound]
```

`coeff_relations` proves the normalization and orthogonality conditions on $p$ and $q$ by taking half the sum and half the difference of $u^2(1+s)=1$ and $v^2(1-s)=1$. `coeff_matrix_is_inverse_sqrt` uses them to check that the squared coefficient matrix inverts $S$. Positivity follows from writing the quadratic form as $[u(x_0+x_1)^2+v(x_0-x_1)^2]/2$. `overlap_comb` expands overlaps of linear combinations for the orthonormality proof.

In `lowdin_exchange`, `linear_combination` combines the two conditions into $(1-s^2)(p^2+q^2)=1$ and $2(1-s^2)pq=-s$, which give the pointwise product. In `lowdin_exchange_eq_aoExchange`, `coulomb_comb` expands the self-energy into nine terms, and `coulomb_comm` merges the mirrored ones. The erasure proof expands the Mulliken charge in each integral by linearity and symmetry, and `ring` finds the cancellation. For the converse, a grid point where Mulliken's formula fails makes the product charge nonzero, so its self-energy is positive. The two-point example evaluates `lowdin_exchange` directly.

Positive semidefiniteness would not suffice for that converse. Take $V(x,y)=1$ for all $x,y$ with the two-point orbitals above. The self-energy is then the square of the total charge, $(3/10-3/10)^2=0$, although Mulliken's formula fails at both points.
